# An odd mesh starting at $k=0$ shows a false gap of order $1/N$ in a metallic two-site-cell chain

A chain of identical sites, with one orbital each and equal hopping on every bond, is a metal at half filling if the electrons do not interact. If it is described with two sites per cell, its single band is folded into two, and these touch at the zone boundary $k=\pi$, where $k$ is the wave number times the cell length. A band calculation, however, sees only finitely many wave numbers. Suppose they are
$$k_j=\frac{2\pi j}{N},\qquad j=0,\dots,N-1 .$$
What is the smallest gap between the two bands on this mesh?

For hopping $t>0$ the answer depends on the parity of $N$: it is $0$ for even $N\ge 2$ and $4t\sin(\pi/(2N))$ for odd $N$. The second value is a false gap, since the continuous bands touch. It shrinks only as $1/N$; at $N=101$ it is still about $0.062\,t$. In electronic-structure practice this is a warning against reading a gap off sampled points alone, shown here for one non-interacting chain.

## From the touching bands to the sampled gap

With zero on-site energies, the Bloch Hamiltonian has off-diagonal entries $t(1+e^{ik})$ and its complex conjugate. The term $1$ comes from the bond inside the cell, and $e^{ik}$ from the bond to the neighbouring cell. The secular determinant is
$$E^2-t^2|1+e^{ik}|^2=\bigl(E-t|1+e^{ik}|\bigr)\bigl(E+t|1+e^{ik}|\bigr),$$
so the bands are $\pm t|1+e^{ik}|$. Taking out half the phase gives
$$1+e^{ik}=e^{ik/2}\bigl(e^{-ik/2}+e^{ik/2}\bigr)=2e^{ik/2}\cos(k/2).$$
The direct gap, the difference of the two bands at the same $k$, is therefore
$$\Delta(k)=2t|1+e^{ik}|=4t|\cos(k/2)|,\qquad \Delta(k_j)=4t\,|\cos(\pi j/N)|.$$

The modulus is easily lost. On the zone $-\pi\le k\le\pi$ the cosine of $k/2$ is non-negative and nothing goes wrong without it. The present mesh runs from $0$ towards $2\pi$, and for $N\ge 3$ its last point would then have the negative "gap" $-4t\cos(\pi/N)$.

**Even $N$.** The point $j=N/2$ is $k=\pi$, where the gap is zero. No gap is negative, so zero is the smallest.

**Odd $N$.** Measure the angle from $\pi/2$:
$$|\cos(\pi j/N)|=\left|\sin\left(\frac{\pi}{2}-\frac{\pi j}{N}\right)\right|=\sin\frac{\pi|N-2j|}{2N}.$$
The integer $N-2j$ is odd, so $1\le|N-2j|\le N$, and the last angle lies between $\pi/(2N)$ and $\pi/2$. The sine increases there, hence $|\cos(\pi j/N)|\ge\sin(\pi/(2N))$, with equality at $j=(N-1)/2$. The smallest gap is $4t\sin(\pi/(2N))$.

**Rate.** Put $x=\pi/(2N)$, which lies in $(0,\pi/2]$. Jordan's inequality and the upper bound on the sine, $2x/\pi\le\sin x\le x$, give
$$\frac{4t}{N}\le 4t\sin\frac{\pi}{2N}\le\frac{2\pi t}{N}.$$
Moreover $N\cdot 4t\sin x=2\pi t\,(\sin x)/x$, which tends to $2\pi t$ as $N$ grows through the odd numbers.

## The chain and its mesh in Lean

```lean
import Mathlib

open Real Filter Topology ComplexConjugate

namespace MetallicChainMesh

noncomputable section
```

The wave number is a real number `k`, and the sum of the two bond phases is complex.

```lean
/-- The sum `1 + exp(ik)` of the phases of the two bonds that join the sublattices. -/
def bondSum (k : ℝ) : ℂ := 1 + Complex.exp (k * Complex.I)
```

The Hamiltonian is postulated directly in Bloch form; it is not derived from a real-space chain. It describes independent electrons with nearest-neighbour hopping and equal on-site energies, which are set to zero. The convention for the phases puts the whole factor $e^{ik}$ on the bond between cells.

```lean
/-- Bloch Hamiltonian of the chain with two sites per cell and equal hopping `t` on all bonds. -/
def bloch (t k : ℝ) : Matrix (Fin 2) (Fin 2) ℂ :=
  !![0, t * conj (bondSum k); t * bondSum k, 0]
```

The bands are defined by their formulas, and their link to the matrix is proved below.

```lean
/-- The band `t |1 + exp(ik)|`. -/
def upperBand (t k : ℝ) : ℝ := t * ‖bondSum k‖

/-- The band `-t |1 + exp(ik)|`. -/
def lowerBand (t k : ℝ) : ℝ := -(t * ‖bondSum k‖)
```

The names "upper" and "lower" fit when $t\ge 0$. For negative $t$ they are exchanged, and the difference defined next is minus the gap.

```lean
/-- The difference `upperBand t k - lowerBand t k` at wave number `k`. For `t ≥ 0` it is the direct
gap. -/
def directGap (t k : ℝ) : ℝ := upperBand t k - lowerBand t k
```

The sampled gaps form a set of real numbers, indexed by `Fin N`, that is, by $j=0,\dots,N-1$.

```lean
/-- For `t ≥ 0` and `N ≥ 1`, the direct gaps sampled on the mesh `k = 2πj/N`, `j = 0, ..., N-1`. -/
def meshGaps (t : ℝ) (N : ℕ) : Set ℝ :=
  Set.range fun j : Fin N => directGap t (2 * π * ((j : ℕ) : ℝ) / N)
```

The smallest gap is taken as the infimum of this set. For $N\ge 1$ the set is finite and non-empty, so this is a minimum.

```lean
/-- The infimum of `meshGaps t N`. For `t ≥ 0` and `N ≥ 1` it is the smallest direct gap found on
the mesh of `N` points. -/
def smallestGap (t : ℝ) (N : ℕ) : ℝ := sInf (meshGaps t N)
```

## Bands as roots, and where they touch

The first theorem says that a complex number $E$ satisfies $\det(E-H(k))=0$ exactly when it equals one of the two band energies. It holds for every real $t$ and $k$.

```lean
/-- A number `E` solves the secular equation of the Bloch Hamiltonian exactly when it is
the energy of one of the two bands. -/
theorem secular_iff (t k : ℝ) (E : ℂ) :
    (E • (1 : Matrix (Fin 2) (Fin 2) ℂ) - bloch t k).det = 0 ↔
      E = upperBand t k ∨ E = lowerBand t k := by
  have h : bondSum k * conj (bondSum k) = (‖bondSum k‖ : ℂ) ^ 2 := by
    rw [Complex.mul_conj, Complex.normSq_eq_norm_sq, Complex.ofReal_pow]
  have hdet : (E • (1 : Matrix (Fin 2) (Fin 2) ℂ) - bloch t k).det
      = E * E - t * conj (bondSum k) * (t * bondSum k) := by
    simp [bloch, Matrix.det_fin_two]
  -- the secular determinant factorises into the two bands
  have hfac : E * E - t * conj (bondSum k) * (t * bondSum k)
      = (E - upperBand t k) * (E - lowerBand t k) := by
    simp only [upperBand, lowerBand]
    push_cast
    linear_combination (-(t : ℂ) ^ 2) * h
  rw [hdet, hfac, mul_eq_zero, sub_eq_zero, sub_eq_zero]
```

Here `h` is $z\bar z=|z|^2$ for $z=1+e^{ik}$, `hdet` expands the determinant, and `hfac` is the factorisation derived above. A product vanishes exactly when one factor does, which finishes the proof.

The half-angle formula for the gap comes next. In its proof, `h` takes out the phase $e^{ik/2}$, and `hn` takes norms, so that the phase contributes a factor of one.

```lean
/-- The band difference `directGap t k` equals `4t |cos(k/2)|`, for every real `t` and `k`. -/
theorem directGap_eq (t k : ℝ) : directGap t k = 4 * t * |cos (k / 2)| := by
  -- take out the phase halfway between the two bonds
  have h : bondSum k
      = Complex.exp ((k / 2 : ℝ) * Complex.I) * ((2 * cos (k / 2) : ℝ) : ℂ) := by
    have h1 : (k / 2 : ℂ) * Complex.I + k / 2 * Complex.I = k * Complex.I := by ring
    have h2 : (k / 2 : ℂ) * Complex.I + -(k / 2) * Complex.I = 0 := by ring
    unfold bondSum
    push_cast
    rw [Complex.two_cos, mul_add, ← Complex.exp_add, ← Complex.exp_add, h1, h2,
      Complex.exp_zero, add_comm]
  have hn : ‖bondSum k‖ = 2 * |cos (k / 2)| := by
    rw [h, norm_mul, Complex.norm_exp_ofReal_mul_I, one_mul, Complex.norm_real,
      Real.norm_eq_abs, abs_mul, abs_two]
  simp only [directGap, upperBand, lowerBand, hn]
  ring
```

At $k=\pi$ the cosine is $\cos(\pi/2)=0$. This is the touching point that makes the odd-mesh gap false.

```lean
/-- The two bands touch at the zone boundary `k = π`. -/
theorem directGap_zone_boundary (t : ℝ) : directGap t π = 0 := by
  rw [directGap_eq, cos_pi_div_two, abs_zero, mul_zero]
```

## Even and odd meshes

`IsLeast S a` means that $a$ belongs to the set $S$ and is a lower bound for it. Each of the two gap theorems therefore has two parts: a mesh point that attains the value, and an inequality for all the others.

For even $N$, evenness supplies $m$ with $N=m+m$. The step `hk` shows that mesh point $m$ is $k=\pi$, and the lower bound is the non-negativity of $4t|\cos(k/2)|$. The hypothesis `hN` excludes $N=0$, for which there are no mesh points.

```lean
/-- For an even number `N > 0` of mesh points and `t > 0`, the smallest sampled direct gap
is zero. -/
theorem isLeast_gap_even {t : ℝ} (ht : 0 < t) {N : ℕ} (hN : 0 < N) (he : Even N) :
    IsLeast (meshGaps t N) 0 := by
  constructor
  · obtain ⟨m, hm⟩ := he
    refine ⟨⟨m, by omega⟩, ?_⟩
    -- the middle mesh point is the zone boundary
    have hk : 2 * π * (m : ℝ) / N = π := by
      have hm0 : (m : ℝ) ≠ 0 := by
        have : m ≠ 0 := by omega
        exact_mod_cast this
      have hc : (N : ℝ) = 2 * m := by
        rw [hm]
        push_cast
        ring
      rw [hc]
      field_simp
    change directGap t (2 * π * (m : ℝ) / N) = 0
    rw [hk, directGap_zone_boundary]
  · rintro _ ⟨j, rfl⟩
    change 0 ≤ directGap t _
    rw [directGap_eq]
    positivity
```

The odd case needs the trigonometric inequality first. The proof writes $d=\pi/(2N)$, so that $\pi=2Nd$ and $\pi j/N=2jd$, and comparing angles becomes comparing multiples of $d$.

```lean
/-- For odd `N`, every mesh point `j < N` satisfies `|cos(πj/N)| ≥ sin(π/(2N))`. -/
theorem sin_le_abs_cos_mesh {N j : ℕ} (ho : Odd N) (hj : j < N) :
    sin (π / (2 * N)) ≤ |cos (π * j / N)| := by
  have hN : (0 : ℝ) < N := by exact_mod_cast (by omega : 0 < N)
  have hjN : (j : ℝ) ≤ N := by exact_mod_cast hj.le
  have hj0 : (0 : ℝ) ≤ j := Nat.cast_nonneg j
  obtain ⟨d, hd⟩ : ∃ d : ℝ, d = π / (2 * N) := ⟨_, rfl⟩
  have hd0 : 0 < d := by rw [hd]; positivity
  have hp : π = 2 * (N * d) := by rw [hd]; field_simp
  have hθ : π * j / N = 2 * (j * d) := by rw [hd]; field_simp
  have hjd : 0 ≤ (j : ℝ) * d := by positivity
  have hjNd := mul_le_mul_of_nonneg_right hjN hd0.le
  rw [← hd, hθ]
  -- an odd N cannot equal 2j, so 2j misses it by at least one
  have hcase : 2 * j + 1 ≤ N ∨ N + 1 ≤ 2 * j := by
    obtain ⟨m, hm⟩ := ho
    omega
  rcases hcase with h | h
  · have h' : (2 * j + 1 : ℝ) ≤ N := by exact_mod_cast h
    have hm := mul_le_mul_of_nonneg_right h' hd0.le
    have hs : sin d ≤ sin (π / 2 - 2 * (j * d)) :=
      sin_le_sin_of_le_of_le_pi_div_two (by linarith [pi_pos]) (by linarith) (by linarith)
    rw [sin_pi_div_two_sub] at hs
    exact hs.trans (le_abs_self _)
  · have h' : (N + 1 : ℝ) ≤ 2 * j := by exact_mod_cast h
    have hm := mul_le_mul_of_nonneg_right h' hd0.le
    have hs : sin d ≤ sin (2 * (j * d) - π / 2) :=
      sin_le_sin_of_le_of_le_pi_div_two (by linarith [pi_pos]) (by linarith) (by linarith)
    rw [sin_sub_pi_div_two] at hs
    exact hs.trans (neg_le_abs _)
```

Where the derivation by hand used $|N-2j|\ge 1$, Lean splits into two cases in `hcase`: $2j+1\le N$ or $N+1\le 2j$. In the first, the mesh point lies below the zone boundary and $\sin d\le\sin(\pi/2-2jd)=\cos(2jd)$. In the second it lies above, and $\sin d\le\sin(2jd-\pi/2)=-\cos(2jd)$. Both right-hand sides are at most $|\cos(2jd)|$.

With this inequality the odd minimum follows. Writing $N=2m+1$, the proof chooses mesh point $m=(N-1)/2$. Its half-angle is $\pi/2-\pi/(2N)$ by `hk`, so its gap is exactly $4t\sin(\pi/(2N))$. The second part multiplies the preceding lemma by $4t$.

```lean
/-- For an odd number `N` of mesh points and `t > 0`, the smallest sampled direct gap
is `4t sin(π/(2N))`. -/
theorem isLeast_gap_odd {t : ℝ} (ht : 0 < t) {N : ℕ} (ho : Odd N) :
    IsLeast (meshGaps t N) (4 * t * sin (π / (2 * N))) := by
  have hgap (j : ℕ) : directGap t (2 * π * (j : ℝ) / N) = 4 * t * |cos (π * j / N)| := by
    rw [directGap_eq]
    congr 3
    ring
  constructor
  · obtain ⟨m, hm⟩ := ho
    refine ⟨⟨m, by omega⟩, ?_⟩
    change directGap t (2 * π * (m : ℝ) / N) = _
    have hc : (N : ℝ) = 2 * m + 1 := by exact_mod_cast hm
    have hpos : (0 : ℝ) < 2 * m + 1 := by positivity
    -- this mesh point lies half a mesh step below the zone boundary
    have hk : π * m / N = π / 2 - π / (2 * N) := by
      rw [hc]
      field_simp
      ring
    have hs : 0 ≤ sin (π / (2 * N)) := by
      apply sin_nonneg_of_nonneg_of_le_pi (by positivity)
      apply div_le_self pi_pos.le
      rw [hc]
      linarith [Nat.cast_nonneg (α := ℝ) m]
    rw [hgap, hk, cos_pi_div_two_sub, abs_of_nonneg hs]
  · rintro _ ⟨j, rfl⟩
    change _ ≤ directGap t (2 * π * ((j : ℕ) : ℝ) / N)
    rw [hgap]
    exact mul_le_mul_of_nonneg_left (sin_le_abs_cos_mesh ho j.isLt) (by positivity)
```

The theorem includes $N=1$, where the only mesh point is $k=0$ and the gap is the full $4t$.

## How slowly the false gap closes

The two-sided bound is stated for `smallestGap`. The lemma `csInf_eq` replaces the infimum by the minimum just found. Mathlib's `mul_le_sin` is Jordan's inequality, and `sin_le` is $\sin x\le x$ for $x\ge 0$.

```lean
/-- For odd `N` and `t > 0`, the smallest gap on the mesh lies between `4t/N` and `2πt/N`. -/
theorem smallestGap_odd_bounds {t : ℝ} (ht : 0 < t) {N : ℕ} (ho : Odd N) :
    4 * t / N ≤ smallestGap t N ∧ smallestGap t N ≤ 2 * π * t / N := by
  have hN1 : (1 : ℝ) ≤ N := by exact_mod_cast ho.pos
  have hN : (0 : ℝ) < N := by linarith
  have hx : 0 ≤ π / (2 * N) := by positivity
  have hx' : π / (2 * N) ≤ π / 2 := by
    rw [div_le_div_iff₀ (by positivity) (by positivity)]
    nlinarith [mul_nonneg pi_pos.le (sub_nonneg.mpr hN1)]
  rw [smallestGap, (isLeast_gap_odd ht ho).csInf_eq]
  constructor
  · -- Jordan's inequality
    have e : 4 * t / N = 4 * t * (2 / π * (π / (2 * N))) := by
      field_simp
    rw [e]
    exact mul_le_mul_of_nonneg_left (mul_le_sin hx hx') (by positivity)
  · have e : 2 * π * t / N = 4 * t * (π / (2 * N)) := by
      field_simp
      ring
    rw [e]
    exact mul_le_mul_of_nonneg_left (sin_le hx) (by positivity)
```

The last theorem gives the leading coefficient. Odd numbers are written as $2m+1$ with $m\to\infty$, so the limit is taken along odd meshes only.

```lean
/-- For `t > 0`, the smallest gap on a mesh of `N = 2m+1` points, multiplied by `N`,
tends to `2πt` as `m` grows. -/
theorem tendsto_mul_smallestGap_odd {t : ℝ} (ht : 0 < t) :
    Tendsto (fun m : ℕ => ((2 * m + 1 : ℕ) : ℝ) * smallestGap t (2 * m + 1))
      atTop (𝓝 (2 * π * t)) := by
  have hden : Tendsto (fun m : ℕ => 2 * ((2 * m + 1 : ℕ) : ℝ)) atTop atTop := by
    refine tendsto_atTop_mono (fun m => ?_) (tendsto_natCast_atTop_atTop (R := ℝ))
    push_cast
    linarith [Nat.cast_nonneg (α := ℝ) m]
  have hx : Tendsto (fun m : ℕ => π / (2 * ((2 * m + 1 : ℕ) : ℝ))) atTop (𝓝 0) :=
    tendsto_const_nhds.div_atTop hden
  -- the scaled gap is 2πt times sinc of a vanishing angle
  have hs := ((continuous_sinc.tendsto 0).comp hx).const_mul (2 * π * t)
  rw [sinc_zero, mul_one] at hs
  refine hs.congr fun m => ?_
  have hN : (0 : ℝ) < ((2 * m + 1 : ℕ) : ℝ) := by positivity
  have hne : π / (2 * ((2 * m + 1 : ℕ) : ℝ)) ≠ 0 := by positivity
  rw [smallestGap, (isLeast_gap_odd ht ⟨m, rfl⟩).csInf_eq, Function.comp_apply,
    sinc_of_ne_zero hne]
  generalize ((2 * m + 1 : ℕ) : ℝ) = x at hN hne ⊢
  generalize sin (π / (2 * x)) = s
  field_simp
  ring

end

end MetallicChainMesh
```

The steps `hden` and `hx` show that $x=\pi/(2(2m+1))$ tends to zero. Mathlib's `sinc` is $(\sin x)/x$ with the value $1$ at $x=0$, and its continuity gives $2\pi t\,\mathrm{sinc}(x)\to 2\pi t$. The remaining lines identify this expression with $N$ times the smallest gap, for each $m$.

```lean
#print axioms MetallicChainMesh.secular_iff
#print axioms MetallicChainMesh.isLeast_gap_even
#print axioms MetallicChainMesh.smallestGap_odd_bounds
#print axioms MetallicChainMesh.tendsto_mul_smallestGap_odd
```

```
'MetallicChainMesh.secular_iff' depends on axioms: [propext, Classical.choice, Quot.sound]
'MetallicChainMesh.isLeast_gap_even' depends on axioms: [propext, Classical.choice, Quot.sound]
'MetallicChainMesh.smallestGap_odd_bounds' depends on axioms: [propext, Classical.choice, Quot.sound]
'MetallicChainMesh.tendsto_mul_smallestGap_odd' depends on axioms: [propext, Classical.choice, Quot.sound]
```
